# Branch points and the analyticity strip of a two-plane-wave band projector

Take units with $\hbar = m = 1$, a reciprocal lattice vector $G>0$ in one dimension, and a real Fourier component $V>0$ of the lattice potential that couples two plane waves. Their wave numbers are $q+G/2$ and $q-G/2$, where $q$ is measured from the zone boundary. The Hamiltonian in this basis is

$$H(q)=\begin{pmatrix}\tfrac12(G/2+q)^2 & V\\ V & \tfrac12(G/2-q)^2\end{pmatrix}.$$

The same formula is used for complex $q$, where $H(q)$ is in general not Hermitian. Matrix indices run over $0,1$. Write

$$m(q)=\frac{G^2}{8}+\frac{q^2}{2},\qquad D(q)=G^2q^2+4V^2 .$$

## Where the bands meet, and how far the projector extends

For real $q$ the bands are split by $\sqrt{D(q)}$, and the smallest splitting, the direct gap $2V$, occurs at $q=0$ only. For complex $q$ the eigenvalues coincide exactly at $q=\pm 2iV/G$, and $H(q)$ is not diagonalisable there. The lower-band projector is analytic in the strip $|\operatorname{Im}q|<2V/G$, whose half-width is the gap divided by $G$.

**Bands.** The diagonal entries are $m\pm Gq/2$, so

$$\det(E-H)=(E-m)^2-\frac{G^2q^2}{4}-V^2=(E-m)^2-\frac{D}{4}.$$

For real $q$ the roots are $m\pm\tfrac12\sqrt D$. Since $D\ge 4V^2$, with equality only when $Gq=0$, the minimum gap is $2V$.

**Coincidence.** Suppose $\det(E-H)=(E-c)^2$ for all $E$. Setting $E=m$ gives $-D/4=(m-c)^2$, and setting $E=c$ gives $(c-m)^2=D/4$. Hence $D=0$. Conversely, $D=0$ gives a perfect square with $c=m$. With $r=2iV/G$ we have $D=G^2(q-r)(q+r)$, so the coincidences are at $q=\pm r$.

**Failure of diagonalisability.** Let $P$ be a projector, $P^2=P$, that commutes with $H$ and is neither $0$ nor $1$. The $00$ entry of $PH=HP$ gives $P_{10}=P_{01}=:b$, and the $01$ entry gives $V(P_{00}-P_{11})=Gqb$. From $P^2=P$ we get

$$P_{00}^2+b^2=P_{00},\qquad b(P_{00}+P_{11}-1)=0.$$

If $b=0$, then $P_{00}=P_{11}$ is $0$ or $1$, and $P$ is trivial. So $b\neq0$, $P_{11}=1-P_{00}$ and $V(2P_{00}-1)=Gqb$. Since $(2P_{00}-1)^2=1-4b^2$, squaring yields

$$P_{01}^2\,D(q)=V^2 .$$

This is impossible when $D=0$. But if $H=S\,\mathrm{diag}(d_0,d_1)\,S^{-1}$, then $S\,\mathrm{diag}(1,0)\,S^{-1}$ would be just such a projector. So $H(\pm r)$ is not diagonalisable. The same identity shows $P_{01}$ diverging as $q\to\pm r$, so the strip cannot be widened.

**The strip.** For $q=x+iy$ with $|y|<2V/G$,

$$\operatorname{Re}D=G^2(x^2-y^2)+4V^2>0 .$$

The principal root $w=\sqrt D$ is therefore analytic and nonzero. Put

$$P=\frac12-\frac{H-m}{w}.$$

Because $(H-m)^2=D/4=w^2/4$, we find $P^2=\tfrac14-(H-m)/w+\tfrac14=P$. Likewise $(H-m)P=\tfrac12(H-m)-\tfrac w4=-\tfrac w2P$, so $HP=(m-w/2)P$. The trace is $1$ because $H-m$ is traceless. On the real axis $w>0$, and $P$ belongs to the lower band.

**Vanishing potential.** As $V\to0$ the branch points move to $q=0$ and the strip closes. At $V=0$ the eigenvalues still coincide at $q=0$, but $H(0)=G^2/8$ times the identity is diagonal, so non-diagonalisability needs $V\neq0$.

In a non-interacting one-dimensional insulator the projector onto the filled bands is periodic in the crystal momentum, and the half-width of its analyticity strip sets the exponential decay rate of the density matrix in real space. The two-wave model is meant for a weak potential and describes only the neighbourhood of one zone boundary, and its projector is not periodic; the half-width of its strip is linear in the gap at fixed $G$. The theorems below stop at the strip and contain no real-space decay estimate.

## The Hamiltonian and projector in Lean

```lean
import Mathlib

open Complex

namespace NearsightedTwoBand

noncomputable section
```

The parameters `G` and `V` are real and the wave number is complex, so the real parameters are cast into `ℂ` inside the matrix.

```lean
/-- Two-plane-wave Hamiltonian at wave number `q` from the zone boundary, with reciprocal lattice
vector `G` and lattice potential component `V`. -/
def bandH (G V : ℝ) (q : ℂ) : Matrix (Fin 2) (Fin 2) ℂ :=
  !![((G : ℂ) / 2 + q) ^ 2 / 2, (V : ℂ); (V : ℂ), ((G : ℂ) / 2 - q) ^ 2 / 2]
```

The next two definitions are $m(q)$ and $D(q)$.

```lean
/-- Mean of the two band energies. -/
def meanE (G : ℝ) (q : ℂ) : ℂ := (G : ℂ) ^ 2 / 8 + q ^ 2 / 2

/-- Square of the band splitting, continued to complex wave number. -/
def disc (G V : ℝ) (q : ℂ) : ℂ := (G : ℂ) ^ 2 * q ^ 2 + 4 * (V : ℂ) ^ 2
```

The splitting has two versions. `splitting` is a real square root at real wave number, while `gapRoot` is the principal complex root $w$.

```lean
/-- Band splitting at real wave number. -/
def splitting (G V q : ℝ) : ℝ := √(G ^ 2 * q ^ 2 + 4 * V ^ 2)

/-- Band splitting at complex wave number, by the principal square root. -/
def gapRoot (G V : ℝ) (q : ℂ) : ℂ := disc G V q ^ ((2 : ℂ)⁻¹)
```

The entries of `lowerProj` are those of $\tfrac12-(H-m)/w$ written out.

```lean
/-- Density matrix of the lower band at complex wave number. -/
def lowerProj (G V : ℝ) (q : ℂ) : Matrix (Fin 2) (Fin 2) ℂ :=
  !![1 / 2 - (G : ℂ) / 2 * q * (gapRoot G V q)⁻¹, -(V : ℂ) * (gapRoot G V q)⁻¹;
     -(V : ℂ) * (gapRoot G V q)⁻¹, 1 / 2 + (G : ℂ) / 2 * q * (gapRoot G V q)⁻¹]
```

A small lemma reduces equality of matrices to four scalar equations.

```lean
/-- Two-band matrices are equal when their four entries agree. -/
private theorem ext_two {A B : Matrix (Fin 2) (Fin 2) ℂ} (h00 : A 0 0 = B 0 0)
    (h01 : A 0 1 = B 0 1) (h10 : A 1 0 = B 1 0) (h11 : A 1 1 = B 1 1) : A = B := by
  ext i j
  fin_cases i <;> fin_cases j
  exacts [h00, h01, h10, h11]
```

## Real bands and the minimum gap

The secular determinant is the completed square, for any real `G` and `V` and all complex `q` and `E`.

```lean
/-- The secular determinant in terms of the mean energy and the squared splitting. -/
theorem secular_det (G V : ℝ) (q E : ℂ) :
    (E • (1 : Matrix (Fin 2) (Fin 2) ℂ) - bandH G V q).det
      = (E - meanE G q) ^ 2 - disc G V q / 4 := by
  rw [Matrix.det_fin_two]
  simp [bandH, meanE, disc]
  ring
```

At real `q`, the next theorem says that the principal root equals the physical splitting and that the determinant factorises into the two band energies. The factorisation follows from `secular_det` once the squared splitting is identified with `disc`.

```lean
/-- At real wave number the two band energies are the mean energy plus and minus half the
splitting, and the principal root equals the splitting. -/
theorem real_bands (G V q : ℝ) :
    gapRoot G V q = splitting G V q ∧
    ∀ E : ℂ, (E • (1 : Matrix (Fin 2) (Fin 2) ℂ) - bandH G V q).det
      = (E - (meanE G q + splitting G V q / 2)) * (E - (meanE G q - splitting G V q / 2)) := by
  constructor
  · unfold gapRoot splitting disc
    rw [Real.sqrt_eq_rpow, Complex.ofReal_cpow (by positivity)]
    norm_num
  · intro E
    have h : ((splitting G V q : ℝ) : ℂ) ^ 2 = disc G V q := by
      rw [← Complex.ofReal_pow, splitting, Real.sq_sqrt (by positivity), disc]
      norm_num
    rw [secular_det]
    linear_combination h / 4
```

With `G` and `V` positive, the splitting is at least $2V$ and equals it exactly at `q = 0`. The proof squares the equality and reads off $(Gq)^2=0$. Later statements write the gap as `splitting G V 0`.

```lean
/-- The gap is `2V`: the splitting is never smaller, and attains this value only at `q = 0`. -/
theorem minimum_gap {G V : ℝ} (hG : 0 < G) (hV : 0 < V) (q : ℝ) :
    2 * V ≤ splitting G V q ∧ (splitting G V q = 2 * V ↔ q = 0) := by
  have hn : 0 ≤ G ^ 2 * q ^ 2 + 4 * V ^ 2 := by positivity
  refine ⟨(Real.le_sqrt' (by positivity)).2 (by nlinarith [sq_nonneg (G * q)]), ?_, ?_⟩
  · intro h
    have hs := Real.sq_sqrt hn
    rw [splitting] at h
    rw [h] at hs
    have h0 : (G * q) ^ 2 = 0 := by linarith [mul_pow G q 2, mul_pow 2 V 2]
    exact (mul_eq_zero.1 (pow_eq_zero_iff two_ne_zero |>.1 h0)).resolve_left hG.ne'
  · rintro rfl
    rw [splitting, show G ^ 2 * 0 ^ 2 + 4 * V ^ 2 = (2 * V) ^ 2 by ring,
      Real.sqrt_sq (by positivity)]
```

## Coincident energies without an eigenbasis

`projector_coherence` is the identity $P_{01}^2D=V^2$, for any complex matrix `P` other than $0$ and $1$ that satisfies $P^2=P$ and commutes with $H$; it need not be Hermitian. The proof extracts the entries of the two matrix equations, obtains `hs` ($P_{10}=P_{01}$), excludes $b=0$ in `hr`, and then finds $P_{11}=1-P_{00}$. The last `linear_combination` does the squaring.

```lean
/-- Any non-trivial projector commuting with the Hamiltonian has an off-diagonal element whose
square times the squared splitting is `V²`. -/
theorem projector_coherence {G V : ℝ} (hV : V ≠ 0) (q : ℂ) (P : Matrix (Fin 2) (Fin 2) ℂ)
    (hP : P * P = P) (hc : P * bandH G V q = bandH G V q * P) (h0 : P ≠ 0) (h1 : P ≠ 1) :
    P 0 1 ^ 2 * disc G V q = (V : ℂ) ^ 2 := by
  have hVc : (V : ℂ) ≠ 0 := Complex.ofReal_ne_zero.2 hV
  have a00 : bandH G V q 0 0 = ((G : ℂ) / 2 + q) ^ 2 / 2 := rfl
  have a01 : bandH G V q 0 1 = V := rfl
  have a10 : bandH G V q 1 0 = V := rfl
  have a11 : bandH G V q 1 1 = ((G : ℂ) / 2 - q) ^ 2 / 2 := rfl
  have c00 := congrFun (congrFun hc 0) 0
  have c01 := congrFun (congrFun hc 0) 1
  have p00 := congrFun (congrFun hP 0) 0
  have p01 := congrFun (congrFun hP 0) 1
  simp only [Matrix.mul_apply, Fin.sum_univ_two, a00, a01, a10, a11] at c00 c01 p00 p01
  have hs : P 1 0 = P 0 1 := mul_left_cancel₀ hVc (by linear_combination -c00)
  rw [hs] at p00
  -- a projector without coherence would be 0 or 1
  have hr : P 0 1 ≠ 0 := by
    intro hr
    have ht : P 1 1 = P 0 0 :=
      mul_left_cancel₀ hVc (by linear_combination -c01 - (G : ℂ) * q * hr)
    have hp : P 0 0 * (P 0 0 - 1) = 0 := by linear_combination p00 - P 0 1 * hr
    rcases mul_eq_zero.1 hp with h | h
    · exact h0 (ext_two h hr (hs.trans hr) (ht.trans h))
    · have h' := sub_eq_zero.1 h
      exact h1 (ext_two (by simp [h']) (by simp [hr]) (by simp [hs, hr]) (by simp [ht, h']))
  have ht : P 1 1 = 1 - P 0 0 := mul_left_cancel₀ hr (by linear_combination p01)
  rw [ht] at c01
  unfold disc
  linear_combination 4 * (V : ℂ) ^ 2 * p00
    - ((V : ℂ) * (2 * P 0 0 - 1) + P 0 1 * G * q) * c01
```

A repeated eigenvalue is expressed as the determinant being $(E-c)^2$ for some `c` and every `E`. The theorem locates these points. In the proof `r` stands for $2iV/G$, `hd` is the factorisation of $D$, and `hz` adds the evaluations at $E=m$ and $E=c$. Only `G` is assumed positive here, so the case $V=0$ is included.

```lean
/-- The two energies coincide exactly at `q = ±2iV/G`. -/
theorem repeated_iff {G V : ℝ} (hG : 0 < G) (q : ℂ) :
    (∃ c : ℂ, ∀ E : ℂ, (E • (1 : Matrix (Fin 2) (Fin 2) ℂ) - bandH G V q).det = (E - c) ^ 2)
      ↔ q = ((2 * V / G : ℝ) : ℂ) * I ∨ q = -(((2 * V / G : ℝ) : ℂ) * I) := by
  have hGc : (G : ℂ) ≠ 0 := Complex.ofReal_ne_zero.2 hG.ne'
  have hr : (G : ℂ) * (((2 * V / G : ℝ) : ℂ) * I) = 2 * I * V := by
    push_cast
    field_simp
  generalize ((2 * V / G : ℝ) : ℂ) * I = r at hr ⊢
  have hd : disc G V q = (G : ℂ) ^ 2 * ((q - r) * (q + r)) := by
    unfold disc
    linear_combination ((G : ℂ) * r + 2 * I * V) * hr + 4 * (V : ℂ) ^ 2 * I_sq
  simp only [secular_det]
  constructor
  · rintro ⟨c, h⟩
    have hz : disc G V q = 0 := by linear_combination -2 * h (meanE G q) - 2 * h c
    rw [hd] at hz
    rcases mul_eq_zero.1 ((mul_eq_zero.1 hz).resolve_left (pow_ne_zero 2 hGc)) with h | h
    · exact Or.inl (sub_eq_zero.1 h)
    · exact Or.inr (eq_neg_of_add_eq_zero_left h)
  · intro h
    have hz : disc G V q = 0 := by rcases h with h | h <;> rw [hd, h] <;> ring
    exact ⟨meanE G q, fun E => by rw [hz]; ring⟩
```

`branch_point` assumes $V>0$ again, together with such a repeated eigenvalue, and draws two conclusions: the distance of `q` from the real axis is gap$/G$, and no matrices `S`, `T` and diagonal entries `d` satisfy $ST=1$ and $H=S\,\mathrm{diag}(d)\,T$. All three may be complex and `S` need not be unitary, so this excludes every eigenbasis and not only orthonormal ones. The matrix `e` is $\mathrm{diag}(1,0)$. The auxiliary facts `mid` and `back` show that $SeT$ is a commuting projector and that it is neither $0$ nor $1$, after which `projector_coherence` with $D=0$ gives $V^2=0$, a contradiction.

```lean
/-- Where the two energies coincide, the Hamiltonian is not diagonalisable and the distance of `q`
from the real axis is the minimum gap divided by `G`. -/
theorem branch_point {G V : ℝ} (hG : 0 < G) (hV : 0 < V) (q : ℂ)
    (h : ∃ c : ℂ, ∀ E : ℂ,
      (E • (1 : Matrix (Fin 2) (Fin 2) ℂ) - bandH G V q).det = (E - c) ^ 2) :
    |q.im| = splitting G V 0 / G ∧
    ¬ ∃ (S T : Matrix (Fin 2) (Fin 2) ℂ) (d : Fin 2 → ℂ),
      S * T = 1 ∧ bandH G V q = S * Matrix.diagonal d * T := by
  constructor
  · rw [((minimum_gap hG hV 0).2).2 rfl]
    have hp : 0 < 2 * V / G := by positivity
    rcases (repeated_iff hG q).1 h with h | h
    · rw [h, Complex.im_ofReal_mul, I_im, mul_one, abs_of_pos hp]
    · rw [h, Complex.neg_im, Complex.im_ofReal_mul, I_im, mul_one, abs_neg, abs_of_pos hp]
  · rintro ⟨S, T, d, hST, hH⟩
    obtain ⟨c, h⟩ := h
    simp only [secular_det] at h
    have hz : disc G V q = 0 := by linear_combination -2 * h (meanE G q) - 2 * h c
    have hTS : T * S = 1 := mul_eq_one_comm.1 hST
    -- an eigenbasis would supply a non-trivial commuting projector S e T
    obtain ⟨e, he⟩ : ∃ e : Matrix (Fin 2) (Fin 2) ℂ, e = Matrix.diagonal ![1, 0] := ⟨_, rfl⟩
    have hee : e * e = e := by
      rw [he]
      apply ext_two <;> simp
    have hed : e * Matrix.diagonal d = Matrix.diagonal d * e := by
      rw [he]
      apply ext_two <;> simp
    have mid (A B : Matrix (Fin 2) (Fin 2) ℂ) : S * A * T * (S * B * T) = S * (A * B) * T := by
      calc S * A * T * (S * B * T) = S * (A * (T * S) * B) * T := by simp only [mul_assoc]
        _ = S * (A * B) * T := by rw [hTS, mul_one]
    have back : e = T * (S * e * T) * S := by
      calc e = (T * S) * e * (T * S) := by rw [hTS, one_mul, mul_one]
        _ = T * (S * e * T) * S := by simp only [mul_assoc]
    have key := projector_coherence (G := G) hV.ne' q (S * e * T) (by rw [mid, hee])
      (by rw [hH, mid, mid, hed])
      (fun h0 => by
        rw [h0, mul_zero, zero_mul, he] at back
        simpa using congrFun (congrFun back 0) 0)
      (fun h1 => by
        rw [h1, mul_one, hTS, he] at back
        simpa using congrFun (congrFun back 1) 1)
    rw [hz, mul_zero] at key
    exact pow_ne_zero 2 (Complex.ofReal_ne_zero.2 hV.ne') key.symm
```

## Analyticity up to the branch points

The final theorem takes any `q` in the open strip. It states that each entry of `lowerProj` is complex differentiable at `q`; holding throughout an open set, this is analyticity. It also states idempotency, unit trace, commutation with $H$, and the eigenvalue equation with energy $m-w/2$. A real `q` lies in the strip, and there `real_bands` identifies $w$ with the positive splitting, which makes this energy the lower one.

In the proof, `hre` is the inequality $\operatorname{Re}D>0$. It keeps $D$ off the cut of the principal root, which gives differentiability of $w$, and `hne` allows division by it. The algebra then uses $u=1/w$ with the relations $wu=1$, $w=Du$ and $Du^2=1$, checked entry by entry.

```lean
/-- In the strip `|Im q| < gap/G` the lower-band density matrix is analytic in `q`, and it is a
projector of unit trace that commutes with the Hamiltonian and satisfies its eigenvalue equation. -/
theorem analytic_strip {G V : ℝ} (hG : 0 < G) (hV : 0 < V) (q : ℂ)
    (hq : |q.im| < splitting G V 0 / G) :
    (∀ i j, DifferentiableAt ℂ (fun z => lowerProj G V z i j) q) ∧
    lowerProj G V q * lowerProj G V q = lowerProj G V q ∧
    (lowerProj G V q).trace = 1 ∧
    lowerProj G V q * bandH G V q = bandH G V q * lowerProj G V q ∧
    bandH G V q * lowerProj G V q = (meanE G q - gapRoot G V q / 2) • lowerProj G V q := by
  -- the squared splitting stays in the right half-plane
  have hre : 0 < (disc G V q).re := by
    have e : (disc G V q).re = G ^ 2 * (q.re ^ 2 - q.im ^ 2) + 4 * V ^ 2 := by
      simp [disc, pow_two]
    rw [((minimum_gap hG hV 0).2).2 rfl, lt_div_iff₀ hG] at hq
    have h2 := pow_lt_pow_left₀ hq (by positivity) two_ne_zero
    rw [mul_pow, sq_abs] at h2
    rw [e]
    nlinarith [mul_nonneg (sq_nonneg G) (sq_nonneg q.re)]
  have hw2 : gapRoot G V q ^ 2 = disc G V q := by
    have h := Complex.cpow_nat_inv_pow (disc G V q) (n := 2) two_ne_zero
    exact_mod_cast h
  have hne : gapRoot G V q ≠ 0 := by
    intro h
    rw [h] at hw2
    rw [← hw2] at hre
    simp at hre
  have hD : DifferentiableAt ℂ (fun z => disc G V z) q := by
    unfold disc
    fun_prop
  have hs : DifferentiableAt ℂ (fun z => gapRoot G V z) q :=
    hD.cpow (differentiableAt_const _) (Complex.mem_slitPlane_iff.2 (Or.inl hre))
  have hinv : DifferentiableAt ℂ (fun z => (gapRoot G V z)⁻¹) q := hs.inv hne
  have hx : DifferentiableAt ℂ (fun z : ℂ => (G : ℂ) / 2 * z * (gapRoot G V z)⁻¹) q :=
    (differentiableAt_id.const_mul _).mul hinv
  refine ⟨?_, ?_⟩
  · intro i j
    fin_cases i <;> fin_cases j
    exacts [hx.const_sub (1 / 2), hinv.const_mul (-(V : ℂ)), hinv.const_mul (-(V : ℂ)),
      hx.const_add (1 / 2)]
  -- the remaining claims are algebra in the root w and its inverse u
  obtain ⟨u, hu⟩ : ∃ u, u = (gapRoot G V q)⁻¹ := ⟨_, rfl⟩
  have p00 : lowerProj G V q 0 0 = 1 / 2 - (G : ℂ) / 2 * q * u := by rw [hu]; rfl
  have p01 : lowerProj G V q 0 1 = -(V : ℂ) * u := by rw [hu]; rfl
  have p10 : lowerProj G V q 1 0 = -(V : ℂ) * u := by rw [hu]; rfl
  have p11 : lowerProj G V q 1 1 = 1 / 2 + (G : ℂ) / 2 * q * u := by rw [hu]; rfl
  have a00 : bandH G V q 0 0 = ((G : ℂ) / 2 + q) ^ 2 / 2 := rfl
  have a01 : bandH G V q 0 1 = V := rfl
  have a10 : bandH G V q 1 0 = V := rfl
  have a11 : bandH G V q 1 1 = ((G : ℂ) / 2 - q) ^ 2 / 2 := rfl
  have hwu : gapRoot G V q * u = 1 := by rw [hu]; exact mul_inv_cancel₀ hne
  generalize gapRoot G V q = w at hw2 hwu ⊢
  unfold disc at hw2
  have hw : w = ((G : ℂ) ^ 2 * q ^ 2 + 4 * (V : ℂ) ^ 2) * u := by
    linear_combination u * hw2 - w * hwu
  have huu : ((G : ℂ) ^ 2 * q ^ 2 + 4 * (V : ℂ) ^ 2) * u * u = 1 := by rw [← hw, hwu]
  refine ⟨?_, ?_, ?_, ?_⟩
  · apply ext_two <;> simp only [Matrix.mul_apply, Fin.sum_univ_two, p00, p01, p10, p11]
    · linear_combination huu / 4
    · ring
    · ring
    · linear_combination huu / 4
  · rw [Matrix.trace_fin_two, p00, p11]
    ring
  · apply ext_two <;> simp only [Matrix.mul_apply, Fin.sum_univ_two, p00, p01, p10, p11,
      a00, a01, a10, a11] <;> ring
  · apply ext_two <;> simp only [Matrix.mul_apply, Fin.sum_univ_two, Matrix.smul_apply,
      smul_eq_mul, p00, p01, p10, p11, a00, a01, a10, a11, meanE]
    · linear_combination hw / 4 - (G : ℂ) * q / 4 * hwu
    · linear_combination -(V : ℂ) / 2 * hwu
    · linear_combination -(V : ℂ) / 2 * hwu
    · linear_combination hw / 4 + (G : ℂ) * q / 4 * hwu

end

end NearsightedTwoBand
```

```lean
#print axioms NearsightedTwoBand.real_bands
-- 'NearsightedTwoBand.real_bands' depends on axioms: [propext, Classical.choice, Quot.sound]
#print axioms NearsightedTwoBand.branch_point
-- 'NearsightedTwoBand.branch_point' depends on axioms: [propext, Classical.choice, Quot.sound]
#print axioms NearsightedTwoBand.analytic_strip
-- 'NearsightedTwoBand.analytic_strip' depends on axioms: [propext, Classical.choice, Quot.sound]
```
